# The central square cell of a uniform charge sheet contributes $4\sigma h\ln(1+\sqrt2)$ to the potential at its centre

Take a sheet that consists of a single square grid cell of side $h>0$, with uniform surface charge density $\sigma$. In Gaussian units the potential at its centre is

$$\sigma\int_{-h/2}^{h/2}\int_{-h/2}^{h/2}\frac{dy\,dx}{\sqrt{x^2+y^2}} .$$

Substituting $x=hu$, $y=hv$ turns the area element into $h^2\,du\,dv$ and the kernel into $1/(h\sqrt{u^2+v^2})$, so the potential is $h$ times a constant. If the singular grid value is set to zero, all of it is lost. A larger sheet loses the same amount, because the other cells are untouched.

## Kernel, cell and sheet

```lean
import Mathlib

open MeasureTheory Set Filter Topology

namespace PlanarSheetSingularCell

noncomputable section

/-- The Coulomb kernel `1/r` in the plane of the sheet, for points away from the origin. -/
def coulomb (p : ℝ × ℝ) : ℝ := 1 / √(p.1 ^ 2 + p.2 ^ 2)
```

`coulomb` is $1/r$ for a point $p=(x,y)$, whose coordinates are `p.1` and `p.2`. Lean sets $1/0=0$, but the value at one point does not affect a planar integral.

```lean
/-- The closed rectangle centred at the origin with half-widths `a` and `b`. -/
def rect (a b : ℝ) : Set (ℝ × ℝ) := Icc (-a) a ×ˢ Icc (-b) b
```

`rect a b` is the closed rectangle $[-a,a]\times[-b,b]$. Its arguments are half-widths, so the grid cell of side $h$ is `rect (h / 2) (h / 2)`.

```lean
/-- The potential at the origin of a sheet `S` with uniform surface charge density `σ`,
in Gaussian units, for sheets on which the Coulomb kernel is integrable. -/
def sheetPotential (σ : ℝ) (S : Set (ℝ × ℝ)) : ℝ := σ * ∫ p in S, coulomb p
```

The potential at the origin is $\sigma\int_S dA/r$, a Lebesgue integral over the plane. Deleting a cell from $S$ models the zeroed grid value, with the rest of the sheet integrated exactly. Quadrature errors in the other cells are therefore left out.

## The potential of a charged segment

```lean
lemma add_sqrt_pos {c : ℝ} (hc : c ≠ 0) (y : ℝ) : 0 < y + √(y ^ 2 + c ^ 2) := by
  have hc2 : 0 < c ^ 2 := by positivity
  have h : |y| < √(y ^ 2 + c ^ 2) := by
    rw [← Real.sqrt_sq_eq_abs]
    exact Real.sqrt_lt_sqrt (sq_nonneg y) (by linarith)
  linarith [neg_abs_le y]
```

For $c\neq0$ we have $\sqrt{y^2+c^2}>|y|$, so $y+\sqrt{y^2+c^2}$ is positive and its logarithm can be differentiated.

```lean
lemma log_neg_add_sqrt {c : ℝ} (hc : c ≠ 0) (y : ℝ) :
    Real.log (-y + √(y ^ 2 + c ^ 2)) = 2 * Real.log c - Real.log (y + √(y ^ 2 + c ^ 2)) := by
  have hn : 0 < -y + √(y ^ 2 + c ^ 2) := by
    have h := add_sqrt_pos hc (-y)
    rwa [neg_sq] at h
  have h := Real.log_mul (add_sqrt_pos hc y).ne' hn.ne'
  have hp : (y + √(y ^ 2 + c ^ 2)) * (-y + √(y ^ 2 + c ^ 2)) = c ^ 2 := by
    linear_combination Real.sq_sqrt (show 0 ≤ y ^ 2 + c ^ 2 by positivity)
  rw [hp, Real.log_pow] at h
  push_cast at h
  linarith
```

With $r=\sqrt{y^2+c^2}$, the product $(y+r)(-y+r)$ equals $c^2$. Taking logarithms gives $\ln(-y+r)=2\ln|c|-\ln(y+r)$. Lean's `Real.log c` means $\ln|c|$ for negative $c$ too.

```lean
/-- Along a line at nonzero distance `|c|` from the origin, `log (y + r)` is a primitive of the
Coulomb kernel `1/r`. -/
theorem hasDerivAt_log_add_sqrt {c : ℝ} (hc : c ≠ 0) (y : ℝ) :
    HasDerivAt (fun y => Real.log (y + √(y ^ 2 + c ^ 2))) (1 / √(y ^ 2 + c ^ 2)) y := by
  have hpos : 0 < y ^ 2 + c ^ 2 := by positivity
  have hr : 0 < √(y ^ 2 + c ^ 2) := Real.sqrt_pos.2 hpos
  have hs := add_sqrt_pos hc y
  have h1 : HasDerivAt (fun y : ℝ => y ^ 2 + c ^ 2) (2 * y) y := by
    simpa using (hasDerivAt_pow 2 y).add_const (c ^ 2)
  refine (((hasDerivAt_id' y).fun_add (h1.sqrt hpos.ne')).log hs.ne').congr_deriv ?_
  show (1 + 2 * y / (2 * √(y ^ 2 + c ^ 2))) / (y + √(y ^ 2 + c ^ 2)) = 1 / √(y ^ 2 + c ^ 2)
  rw [mul_div_mul_left y _ two_ne_zero, div_eq_div_iff hs.ne' hr.ne', add_mul,
    div_mul_cancel₀ _ hr.ne']
  ring
```

`HasDerivAt f f' y` says that $f$ has derivative $f'$ at $y$. By hand,

$$\frac{d}{dy}\ln(y+r)=\frac{1+y/r}{y+r}=\frac1r .$$

The proof assembles the chain rule, and `congr_deriv` exchanges the raw derivative for the simplified one.

```lean
lemma continuous_line {x : ℝ} (hx : x ≠ 0) : Continuous fun y => coulomb (x, y) := by
  have h : ∀ y : ℝ, √(x ^ 2 + y ^ 2) ≠ 0 := fun y => (Real.sqrt_pos.2 (by positivity)).ne'
  exact Continuous.div continuous_const (by fun_prop) h
```

On a vertical line with $x\neq0$ the kernel is continuous, hence integrable over any finite segment.

```lean
/-- The potential of a segment of length `2b` with unit line density, at nonzero distance `|x|`
from its midpoint on the perpendicular bisector. -/
theorem segment_potential {x b : ℝ} (hx : x ≠ 0) (hb : 0 ≤ b) :
    ∫ y in Icc (-b) b, coulomb (x, y)
      = 2 * (Real.log (b + √(x ^ 2 + b ^ 2)) - Real.log |x|) := by
  have hd : ∀ y ∈ uIcc (-b) b,
      HasDerivAt (fun y => Real.log (y + √(y ^ 2 + x ^ 2))) (coulomb (x, y)) y := by
    intro y _
    have h := hasDerivAt_log_add_sqrt hx y
    rw [add_comm (y ^ 2)] at h
    exact h
  rw [integral_Icc_eq_integral_Ioc, ← intervalIntegral.integral_of_le (by linarith),
    intervalIntegral.integral_eq_sub_of_hasDerivAt hd
      ((continuous_line hx).intervalIntegrable _ _)]
  simp only [neg_sq]
  rw [log_neg_add_sqrt hx, Real.log_abs, add_comm (x ^ 2)]
  ring
```

This is the potential of a segment of half-length $b$ and unit line density, at a point of its perpendicular bisector a distance $|x|>0$ from the midpoint. The primitive and the reflection identity give

$$\int_{-b}^{b}\frac{dy}{\sqrt{x^2+y^2}}=\ln\frac{b+\sqrt{x^2+b^2}}{-b+\sqrt{x^2+b^2}}=2\left[\ln\!\left(b+\sqrt{x^2+b^2}\right)-\ln|x|\right].$$

## Integrating across the singular line

```lean
/-- The logarithmic profile of the segment potential is integrable across the line `x = 0`, and
its integral over `[-a, a]` has a closed form, for positive `a` and `b`. -/
theorem strip_integral {a b : ℝ} (ha : 0 < a) (hb : 0 < b) :
    IntervalIntegrable (fun x => Real.log (b + √(x ^ 2 + b ^ 2)) - Real.log |x|) volume (-a) a ∧
    ∫ x in (-a)..a, (Real.log (b + √(x ^ 2 + b ^ 2)) - Real.log |x|)
      = 2 * (a * Real.log ((b + √(a ^ 2 + b ^ 2)) / a)
        + b * Real.log ((a + √(a ^ 2 + b ^ 2)) / b)) := by
  simp only [Real.log_abs]
  -- a primitive that stays continuous at the singular line
  let G : ℝ → ℝ := fun x => x * Real.log (b + √(x ^ 2 + b ^ 2))
    + b * Real.log (x + √(x ^ 2 + b ^ 2)) - x * Real.log x
  have h1 : ∀ x : ℝ, b + √(x ^ 2 + b ^ 2) ≠ 0 := fun x => by positivity
  have hc : Continuous G :=
    ((continuous_id.mul (Continuous.log (by fun_prop) h1)).add
      (continuous_const.mul (Continuous.log (by fun_prop)
        fun x => (add_sqrt_pos hb.ne' x).ne'))).sub Real.continuous_mul_log
  have hd : ∀ x : ℝ, x ≠ 0 →
      HasDerivAt G (Real.log (b + √(x ^ 2 + b ^ 2)) - Real.log x) x := by
    intro x hx
    have hpos : 0 < x ^ 2 + b ^ 2 := by positivity
    have e : ∀ r : ℝ, 0 < r → r ^ 2 = x ^ 2 + b ^ 2 →
        x * (2 * x / (2 * r) / (b + r)) + b * (1 / r) = 1 := by
      intro r hr h
      have hbr : b + r ≠ 0 := by positivity
      field_simp
      nlinarith [h]
    have hq : HasDerivAt (fun x : ℝ => x ^ 2 + b ^ 2) (2 * x) x := by
      simpa using (hasDerivAt_pow 2 x).add_const (b ^ 2)
    have hl := ((hq.sqrt hpos.ne').const_add b).log (h1 x)
    refine ((((hasDerivAt_id' x).fun_mul hl).fun_add
      ((hasDerivAt_log_add_sqrt hb.ne' x).const_mul b)).fun_sub
      (Real.hasDerivAt_mul_log hx)).congr_deriv ?_
    linear_combination e _ (Real.sqrt_pos.2 hpos) (Real.sq_sqrt hpos.le)
  have hn : ∀ x : ℝ, x ≠ 0 → 0 ≤ Real.log (b + √(x ^ 2 + b ^ 2)) - Real.log x := by
    intro x hx
    have hs := Real.abs_le_sqrt (show x ^ 2 ≤ x ^ 2 + b ^ 2 by linarith [sq_nonneg b])
    have h := Real.log_le_log (abs_pos.2 hx) (show |x| ≤ b + √(x ^ 2 + b ^ 2) by linarith)
    rw [Real.log_abs] at h
    linarith
  have i1 := (intervalIntegrable_iff_integrableOn_Ioc_of_le (by linarith : -a ≤ 0)).2
    (intervalIntegral.integrableOn_deriv_of_nonneg hc.continuousOn
      (fun x hx => hd x hx.2.ne) (fun x hx => hn x hx.2.ne))
  have i2 := (intervalIntegrable_iff_integrableOn_Ioc_of_le ha.le).2
    (intervalIntegral.integrableOn_deriv_of_nonneg hc.continuousOn
      (fun x hx => hd x hx.1.ne') (fun x hx => hn x hx.1.ne'))
  refine ⟨i1.trans i2, ?_⟩
  rw [← intervalIntegral.integral_add_adjacent_intervals i1 i2,
    intervalIntegral.integral_eq_sub_of_hasDerivAt_of_le (by linarith) hc.continuousOn
      (fun x hx => hd x hx.2.ne) i1,
    intervalIntegral.integral_eq_sub_of_hasDerivAt_of_le ha.le hc.continuousOn
      (fun x hx => hd x hx.1.ne') i2,
    Real.log_div (h1 a) ha.ne', Real.log_div (add_sqrt_pos hb.ne' a).ne' hb.ne']
  simp only [G, neg_sq, Real.log_neg_eq_log, log_neg_add_sqrt hb.ne' a]
  ring
```

The theorem makes two statements, joined by `∧`: the logarithmic profile is integrable over $[-a,a]$, and its integral has the stated value. Now write $r=\sqrt{x^2+b^2}$ and take

$$G(x)=x\ln(b+r)+b\ln(x+r)-x\ln|x| .$$

For $x\neq0$,

$$G'(x)=\ln(b+r)-\ln|x|+\frac{x^2}{r(b+r)}+\frac br-1 .$$

Since $x^2=r^2-b^2$, the first fraction is $(r-b)/r$, and the last three terms cancel. This is the auxiliary statement `e` in the code. With $d=\sqrt{a^2+b^2}$ and the reflection identity,

$$G(a)-G(-a)=2a\ln\frac{b+d}{a}+2b\ln\frac{a+d}{b}.$$

The profile diverges at $x=0$, so its integrability needs an argument. Mathlib supplies one in `intervalIntegral.integrableOn_deriv_of_nonneg`: if a function is continuous on a closed interval and has a nonnegative derivative in the interior, that derivative is integrable. No bound on the derivative is required, because the increase of the function already controls the area. Here $G$ is continuous through zero because $x\ln|x|$ is (`Real.continuous_mul_log`), and $G'\ge0$ because $|x|\le b+r$. The lemma is applied on $[-a,0]$ and on $[0,a]$, with the singularity at an endpoint each time, and the two integrals are added.

## From the segment to the cell

```lean
lemma ae_ne_zero : ∀ᵐ x : ℝ, x ≠ 0 := by
  rw [ae_iff]
  simp
```

`∀ᵐ` reads "for almost every": the line $x=0$ may be ignored in the outer integral.

```lean
/-- The Coulomb singularity is integrable over a rectangle with positive half-widths. -/
theorem integrableOn_coulomb {a b : ℝ} (ha : 0 < a) (hb : 0 < b) :
    IntegrableOn coulomb (rect a b) := by
  have hm : Measurable coulomb :=
    measurable_const.div ((measurable_fst.pow_const 2).add (measurable_snd.pow_const 2)).sqrt
  show Integrable coulomb (volume.restrict (Icc (-a) a ×ˢ Icc (-b) b))
  rw [Measure.volume_eq_prod ℝ ℝ, ← Measure.prod_restrict,
    integrable_prod_iff hm.aestronglyMeasurable]
  constructor
  · filter_upwards [ae_restrict_of_ae ae_ne_zero] with x hx
    exact (continuous_line hx).integrableOn_Icc
  · have hi := (intervalIntegrable_iff_integrableOn_Icc_of_le (by linarith : -a ≤ a)).1
      ((strip_integral ha hb).1.const_mul 2)
    refine Integrable.congr hi ?_
    filter_upwards [ae_restrict_of_ae ae_ne_zero] with x hx
    have hnorm : ∀ y : ℝ, ‖coulomb (x, y)‖ = coulomb (x, y) := fun y =>
      Real.norm_of_nonneg (by unfold coulomb; positivity)
    simp only [hnorm]
    exact (segment_potential hx hb.le).symm
```

`integrable_prod_iff` is Tonelli's criterion. It asks that almost every vertical slice be integrable, and that the slice integrals of $|1/r|$ be integrable in $x$. The first follows from continuity on the line, the second from the strip result.

```lean
/-- The integral of `1/r` over a rectangular grid cell with positive half-widths `a` and `b`. -/
theorem rect_integral {a b : ℝ} (ha : 0 < a) (hb : 0 < b) :
    ∫ p in rect a b, coulomb p
      = 4 * (a * Real.log ((b + √(a ^ 2 + b ^ 2)) / a)
        + b * Real.log ((a + √(a ^ 2 + b ^ 2)) / b)) := by
  have hi := integrableOn_coulomb ha hb
  unfold rect at hi ⊢
  rw [Measure.volume_eq_prod ℝ ℝ] at hi ⊢
  have h : (fun x => ∫ y in Icc (-b) b, coulomb (x, y)) =ᵐ[volume.restrict (Icc (-a) a)]
      fun x => 2 * (Real.log (b + √(x ^ 2 + b ^ 2)) - Real.log |x|) := by
    filter_upwards [ae_restrict_of_ae ae_ne_zero] with x hx
    exact segment_potential hx hb.le
  rw [setIntegral_prod _ hi, integral_congr_ae h, integral_const_mul,
    integral_Icc_eq_integral_Ioc, ← intervalIntegral.integral_of_le (by linarith),
    (strip_integral ha hb).2]
  ring
```

Fubini's theorem, `setIntegral_prod`, now permits integration first over $y$ and then over $x$. The factor 2 from the segment multiplies the strip integral:

$$\int_{-a}^{a}\int_{-b}^{b}\frac{dy\,dx}{\sqrt{x^2+y^2}}=4\left[a\ln\frac{b+d}{a}+b\ln\frac{a+d}{b}\right].$$

```lean
/-- The integral of `1/r` over the square `[-h/2, h/2]²` is `4 h ln(1 + √2)`, for `h > 0`. -/
theorem square_integral {h : ℝ} (hh : 0 < h) :
    ∫ p in rect (h / 2) (h / 2), coulomb p = 4 * h * Real.log (1 + √2) := by
  have hs : √((h / 2) ^ 2 + (h / 2) ^ 2) = √2 * (h / 2) := by
    rw [show (h / 2) ^ 2 + (h / 2) ^ 2 = 2 * (h / 2) ^ 2 by ring,
      Real.sqrt_mul (by norm_num), Real.sqrt_sq (by positivity)]
  have hq : (h / 2 + √2 * (h / 2)) / (h / 2) = 1 + √2 := by
    rw [div_eq_iff (by positivity)]
    ring
  rw [rect_integral (half_pos hh) (half_pos hh), hs, hq]
  ring
```

For $a=b=h/2$ the half-diagonal is $d=\sqrt2\,h/2$. Both logarithms become $\ln(1+\sqrt2)$, and their prefactors add up to $h$. The result is $4h\ln(1+\sqrt2)\approx3.525\,h$.

## What the zeroed value discards

```lean
/-- Deleting the central square cell of side `h > 0` from a bounded, uniformly charged sheet that
contains it lowers the potential at the cell centre by exactly `4 σ h ln(1 + √2)`. -/
theorem discarded_potential (σ : ℝ) {h : ℝ} (hh : 0 < h) {S : Set (ℝ × ℝ)}
    (hS : Bornology.IsBounded S) (hcell : rect (h / 2) (h / 2) ⊆ S) :
    sheetPotential σ S - sheetPotential σ (S \ rect (h / 2) (h / 2))
      = 4 * σ * h * Real.log (1 + √2) := by
  -- a bounded sheet fits in a large square, where the kernel is integrable
  obtain ⟨R, hR, hsub⟩ := hS.subset_closedBall_lt 0 0
  have hi : IntegrableOn coulomb S := (integrableOn_coulomb hR hR).mono_set fun p hp => by
    have hp' := mem_closedBall_zero_iff.1 (hsub hp)
    have h1 : |p.1| ≤ R := (norm_fst_le p).trans hp'
    have h2 : |p.2| ≤ R := (norm_snd_le p).trans hp'
    exact ⟨abs_le.1 h1, abs_le.1 h2⟩
  have hm : MeasurableSet (rect (h / 2) (h / 2)) := measurableSet_Icc.prod measurableSet_Icc
  unfold sheetPotential
  rw [MeasureTheory.setIntegral_sdiff hm hi hcell, square_integral hh]
  ring
```

The sheet $S$ may have any bounded shape that contains the cell. Boundedness places it inside a large square, where the kernel is integrable. The integral over $S$ then splits into cell and remainder, and the difference is the cell integral times $\sigma$.

When the potential of a uniform planar sheet is computed by summing the kernel $1/r$ directly over grid points, this determines the missing self-cell term: with cell area $h^2$ as the quadrature weight, the kernel value that restores it at the cell centre is $4\ln(1+\sqrt2)/h$. The quadrature errors of the other cells remain, and around the singularity they too add up to first order in $h$, so this value alone does not make the sum second-order accurate.

```lean
/-- For a fixed bounded sheet around the origin with nonzero uniform charge density, the potential
lost with the central cell, divided by the spacing `h`, has a nonzero limit as `h → 0⁺`. -/
theorem discarded_potential_first_order {σ : ℝ} (hσ : σ ≠ 0) {S : Set (ℝ × ℝ)}
    (hS : Bornology.IsBounded S) (h0 : S ∈ 𝓝 (0 : ℝ × ℝ)) :
    Tendsto (fun h : ℝ =>
      (sheetPotential σ S - sheetPotential σ (S \ rect (h / 2) (h / 2))) / h)
      (𝓝[>] 0) (𝓝 (4 * σ * Real.log (1 + √2))) ∧ 4 * σ * Real.log (1 + √2) ≠ 0 := by
  constructor
  · obtain ⟨ε, hε, hball⟩ := Metric.mem_nhds_iff.1 h0
    refine tendsto_const_nhds.congr' ?_
    filter_upwards [Ioo_mem_nhdsGT hε] with h hh
    -- once h is below ε, the central cell lies inside the sheet
    have hcell : rect (h / 2) (h / 2) ⊆ S := fun p hp => hball (by
      have h1 : ‖p.1‖ ≤ h / 2 := abs_le.2 hp.1
      have h2 : ‖p.2‖ ≤ h / 2 := abs_le.2 hp.2
      rw [mem_ball_zero_iff, Prod.norm_def]
      exact max_lt (by linarith [hh.1, hh.2]) (by linarith [hh.1, hh.2]))
    rw [discarded_potential σ hh.1 hS hcell, eq_div_iff hh.1.ne']
    ring
  · have h2 : 0 < √(2 : ℝ) := Real.sqrt_pos.2 two_pos
    exact mul_ne_zero (mul_ne_zero four_ne_zero hσ) (Real.log_pos (by linarith)).ne'

end

end PlanarSheetSingularCell
```

Here the sheet is fixed while the spacing shrinks. `S ∈ 𝓝 0` says that $S$ contains a neighbourhood of the origin, and `𝓝[>] 0` means $h\to0^+$. Once $h$ is small enough, the cell lies inside $S$ and the loss divided by $h$ equals $4\sigma\ln(1+\sqrt2)$ exactly, so the limit is that of a constant. It is nonzero because $\sigma\neq0$ and $1+\sqrt2>1$. The discarded potential is thus of first order in $h$, although the charge in the cell, $\sigma h^2$, is of second order.

```lean
#print axioms PlanarSheetSingularCell.discarded_potential
#print axioms PlanarSheetSingularCell.discarded_potential_first_order
```

```
'PlanarSheetSingularCell.discarded_potential' depends on axioms: [propext, Classical.choice, Quot.sound]
'PlanarSheetSingularCell.discarded_potential_first_order' depends on axioms: [propext, Classical.choice, Quot.sound]
```
